# Mean energy of a Gaussian ground state after a sudden frequency change, and its relation to the overlap

Take a particle in the ground state of a one-dimensional harmonic oscillator of frequency 1, in units where $\hbar = m = 1$. Its energy is $1/2$, half of it kinetic and half potential. Now double the frequency so fast that the wave function has no time to move. The kinetic energy depends only on the wave function and stays at $1/4$. The potential energy is proportional to the square of the frequency, so it jumps from $1/4$ to $1$. The mean energy is now $5/4$, while the ground state of the new oscillator has energy $1$. The sudden change has left the particle with an excess of $1/4$.

## The mean energy for two frequencies

For $w > 0$ let

$$g_w(x) = \left(\frac{w}{\pi}\right)^{1/4} e^{-w x^2/2}$$

be the ground state at frequency $w$. The frequency changes from $w_1 > 0$ to $w_2$, and the state just afterwards is still $g_{w_1}$. This sudden approximation describes a change that is much faster than the motion of the particle. The mean energy in the new oscillator is

$$E = \int \left(\frac{g_{w_1}'(x)^2}{2} + \frac{w_2^2 x^2 g_{w_1}(x)^2}{2}\right) dx .$$

The claim is that

$$E = \frac{w_1^2 + w_2^2}{4 w_1} \ge \frac{w_2}{2},$$

with equality exactly when $w_1 = w_2$.

Differentiating the exponential gives $g_w' = -w x\, g_w$. A second derivative gives $g_w'' = -w\,g_w + w^2x^2 g_w$, and therefore

$$-\tfrac12 g_w'' + \tfrac12 w^2 x^2 g_w = \tfrac{w}{2}\, g_w .$$

So $g_w$ is a stationary state with energy $w/2$. Its density is $g_w^2 = \sqrt{w/\pi}\, e^{-w x^2}$, and since $\int e^{-wx^2}dx = \sqrt{\pi/w}$, the norm is 1.

The mean square position follows from a total derivative:

$$(x g_w^2)' = g_w^2 + 2x g_w g_w' = g_w^2 - 2w x^2 g_w^2 .$$

The function $x g_w^2$ vanishes at both ends of the line, so the integral of the left side is zero. This leaves $0 = 1 - 2w\langle x^2\rangle$, or $\langle x^2 \rangle = 1/(2w)$.

In the energy integral, $g_{w_1}'^2 = w_1^2 x^2 g_{w_1}^2$. Both terms are then multiples of the same function, and

$$E = \frac{w_1^2 + w_2^2}{2}\int x^2 g_{w_1}^2\,dx = \frac{w_1^2+w_2^2}{2}\cdot\frac{1}{2w_1} = \frac{w_1^2+w_2^2}{4w_1}.$$

Subtracting $w_2/2 = 2w_1w_2/(4w_1)$ completes the square:

$$E - \frac{w_2}{2} = \frac{(w_1-w_2)^2}{4w_1}.$$

The right side is never negative, and it is zero only for $w_1 = w_2$.

## How the overlap fixes the energy

Now let $w_2 > 0$ as well, and let $P = \left(\int g_{w_1} g_{w_2}\,dx\right)^2$ be the probability of finding the particle in the new ground state. The product of the two Gaussians is again a Gaussian:

$$g_{w_1}g_{w_2} = \left(\frac{w_1}{\pi}\right)^{1/4}\left(\frac{w_2}{\pi}\right)^{1/4} e^{-\frac{w_1+w_2}{2}x^2}.$$

Its integral is the prefactor times $\sqrt{2\pi/(w_1+w_2)}$. The fourth power of the integral contains no roots:

$$P^2 = \frac{w_1 w_2}{\pi^2}\cdot\frac{4\pi^2}{(w_1+w_2)^2} = \frac{4w_1w_2}{(w_1+w_2)^2}.$$

Hence

$$\frac{2}{P^2} - 1 = \frac{(w_1+w_2)^2 - 2w_1w_2}{2w_1w_2} = \frac{w_1^2+w_2^2}{2w_1w_2},$$

and multiplication by $w_2/2$ gives

$$E = \frac{w_2}{2}\left(\frac{2}{P^2}-1\right).$$

For the doubled frequency, $P^2 = 8/9$ and $E = 9/4 - 1 = 5/4$, as before. Since $P$ is symmetric in the two frequencies and depends only on their ratio, halving the frequency gives the same ratio of mean energy to new ground-state energy as doubling it.

For a single particle in a one-dimensional harmonic trap, these formulas give reference values for a simulation of a trap quench. With $w_2$ held fixed and $w_1$ varied, $E$ is also the variational energy of a one-parameter Gaussian trial function for the harmonic oscillator.

## The Gaussian and its two integrals in Lean

The development works with real functions on the real line and their integrals over it.

```lean
import Mathlib

open Real MeasureTheory

namespace SuddenFrequencyChange

noncomputable section
```

The wave function is `gaussian w x`. Its fourth root is a real power with exponent `1 / 4`. The definition accepts every real `w`, and the theorems add positivity where they need it.

```lean
/-- The Gaussian `(w/π)^(1/4) exp(-w x²/2)` of an oscillator with frequency `w`,
in units where `ħ = m = 1`. -/
def gaussian (w x : ℝ) : ℝ := (w / π) ^ (1 / 4 : ℝ) * exp (-w * x ^ 2 / 2)
```

The mean energy $E$ is `quenchEnergy w₁ w₂`, with the old frequency first. The kinetic term contains `deriv`, the actual derivative of the Gaussian, so the relation $g' = -wxg$ has to be proved before the integral can be evaluated. The convention for the kinetic energy is $\int g'^2/2$, which for these functions equals $-\frac12\int g\,g''$ after integration by parts.

```lean
/-- The mean energy, kinetic plus potential, of the Gaussian of frequency `w₁` in the
oscillator of frequency `w₂`. -/
def quenchEnergy (w₁ w₂ : ℝ) : ℝ :=
  ∫ x, ((deriv (gaussian w₁) x) ^ 2 / 2 + w₂ ^ 2 * x ^ 2 * (gaussian w₁ x) ^ 2 / 2)
```

The probability $P$ is `survivalProbability w₁ w₂`. No complex conjugate is needed because both functions are real.

```lean
/-- The squared overlap of the Gaussians of frequencies `w₁` and `w₂`. -/
def survivalProbability (w₁ w₂ : ℝ) : ℝ := (∫ x, gaussian w₁ x * gaussian w₂ x) ^ 2
```

Suddenness enters through these definitions: the state of frequency `w₁` is placed in the potential of frequency `w₂`. There is no time variable, and the sudden approximation is not derived from a time-dependent Schrödinger equation.

## Slope, stationary equation and norm

The first lemma is $g_w' = -wx\,g_w$. The step `h` differentiates the exponent, `h.exp` applies the chain rule, and `const_mul` brings in the prefactor.

```lean
/-- The slope of the Gaussian at `x` is `-w x` times its value. -/
theorem hasDerivAt_gaussian (w x : ℝ) :
    HasDerivAt (gaussian w) (-w * x * gaussian w x) x := by
  have h : HasDerivAt (fun y : ℝ => -w * y ^ 2 / 2) (-w * x) x :=
    (((hasDerivAt_pow 2 x).const_mul (-w)).div_const 2).congr_deriv (by push_cast; ring)
  exact (h.exp.const_mul ((w / π) ^ (1 / 4 : ℝ))).congr_deriv (by unfold gaussian; ring)
```

The stationary Schrödinger equation is stated pointwise, with energy `w / 2`. The proof replaces the inner derivative by the function $-wy\,g_w(y)$, applies the product rule, and leaves the cancellation of the $x^2$ terms to `ring`. The equation holds for every real $w$, but $g_w$ is a normalized state only for $w > 0$, and then it is a stationary state with this energy. That no state lies lower is familiar physics which the file does not prove.

```lean
/-- The Gaussian of frequency `w` solves the stationary Schrödinger equation of the
oscillator of frequency `w` with energy `w/2`. -/
theorem gaussian_schrodinger (w x : ℝ) :
    -(deriv (deriv (gaussian w)) x) / 2 + w ^ 2 * x ^ 2 / 2 * gaussian w x
      = w / 2 * gaussian w x := by
  have e : deriv (gaussian w) = fun y => -w * y * gaussian w y :=
    funext fun y => (hasDerivAt_gaussian w y).deriv
  have h := ((hasDerivAt_id' x).const_mul (-w)).fun_mul (hasDerivAt_gaussian w x)
  rw [e, h.deriv]
  ring
```

The density needs the square of a fourth root to be a square root, which is `hc`, and the square of the exponential to be an exponential with twice the exponent, which is `he`.

```lean
/-- For `w > 0` the position density of the Gaussian is `√(w/π) exp(-w x²)`. -/
theorem gaussian_sq {w : ℝ} (hw : 0 < w) (x : ℝ) :
    (gaussian w x) ^ 2 = √(w / π) * exp (-w * x ^ 2) := by
  have hp : 0 ≤ w / π := by positivity
  have hc : ((w / π) ^ (1 / 4 : ℝ)) ^ 2 = √(w / π) := by
    rw [Real.sqrt_eq_rpow, ← Real.rpow_natCast, ← Real.rpow_mul hp]
    norm_num
  have he : exp (-w * x ^ 2) = exp (-w * x ^ 2 / 2) * exp (-w * x ^ 2 / 2) := by
    rw [← Real.exp_add]
    congr 1
    ring
  rw [gaussian, mul_pow, hc, he]
  ring
```

Normalization is then Mathlib's Gaussian integral `integral_gaussian`, followed by $\sqrt{w/\pi}\sqrt{\pi/w} = 1$.

```lean
/-- For `w > 0` the Gaussian is normalized. -/
theorem integral_gaussian_sq {w : ℝ} (hw : 0 < w) : ∫ x, (gaussian w x) ^ 2 = 1 := by
  have e : (fun x => (gaussian w x) ^ 2) = fun x => √(w / π) * exp (-w * x ^ 2) :=
    funext (gaussian_sq hw)
  have h1 : w / π * (π / w) = 1 := by
    have := Real.pi_ne_zero
    field_simp
  rw [e, integral_const_mul, integral_gaussian, ← Real.sqrt_mul (by positivity), h1,
    Real.sqrt_one]
```

## Mean square position from a total derivative

The theorem says $\int x^2 g_w^2\,dx = 1/(2w)$ for every $w > 0$. By hand, one notes that $x g_w^2$ vanishes at infinity. The Lean proof uses a theorem with a different condition: if a function and its derivative are both integrable over the line, the derivative integrates to zero. The steps `i0`, `i1` and `i2` therefore show that $g_w^2$, $x g_w^2$ and $x^2 g_w^2$ are integrable, each as a constant times a function that Mathlib already handles.

The step `hd` is the formula for $(x g_w^2)'$, and `hz` is the vanishing integral. After the integral is split and the norm inserted, `hz` reads $1 - 2w\int x^2 g_w^2\,dx = 0$, which is solved for the integral.

```lean
/-- For `w > 0` the mean square position in the Gaussian is `1/(2w)`. -/
theorem integral_position_sq {w : ℝ} (hw : 0 < w) :
    ∫ x, x ^ 2 * (gaussian w x) ^ 2 = 1 / (2 * w) := by
  have i0 : Integrable (fun x => (gaussian w x) ^ 2) := by
    have e : (fun x => (gaussian w x) ^ 2) = fun x => √(w / π) * exp (-w * x ^ 2) :=
      funext (gaussian_sq hw)
    rw [e]
    exact (integrable_exp_neg_mul_sq hw).const_mul _
  have i1 : Integrable (fun x => x * (gaussian w x) ^ 2) := by
    have e : (fun x => x * (gaussian w x) ^ 2)
        = fun x => √(w / π) * (x * exp (-w * x ^ 2)) := by
      funext x
      rw [gaussian_sq hw]
      ring
    rw [e]
    exact (integrable_mul_exp_neg_mul_sq hw).const_mul _
  have i2 : Integrable (fun x => x ^ 2 * (gaussian w x) ^ 2) := by
    have e : (fun x => x ^ 2 * (gaussian w x) ^ 2)
        = fun x => √(w / π) * (x ^ 2 * exp (-w * x ^ 2)) := by
      funext x
      rw [gaussian_sq hw]
      ring
    have h := integrable_rpow_mul_exp_neg_mul_sq hw (s := 2) (by norm_num)
    simp only [Real.rpow_two] at h
    rw [e]
    exact h.const_mul _
  -- the total derivative of `x g²` integrates to zero
  have hd : ∀ x, HasDerivAt (fun y => y * (gaussian w y) ^ 2)
      ((gaussian w x) ^ 2 - 2 * w * (x ^ 2 * (gaussian w x) ^ 2)) x := fun x =>
    ((hasDerivAt_id' x).fun_mul ((hasDerivAt_gaussian w x).fun_pow 2)).congr_deriv
      (by push_cast; ring)
  have hz := integral_eq_zero_of_hasDerivAt_of_integrable hd
    (i0.sub (i2.const_mul (2 * w))) i1
  rw [integral_sub i0 (i2.const_mul (2 * w)), integral_const_mul,
    integral_gaussian_sq hw] at hz
  rw [eq_div_iff (by positivity)]
  linear_combination -hz
```

## Energy, excess and equality

In the next proof, `e` rewrites the whole energy density as $\frac{w_1^2+w_2^2}{2}\,x^2 g_{w_1}^2$, and the previous theorem supplies the integral.

Only `w₁` has to be positive. The frequency `w₂` may be any real number, since the energy contains only its square. The physical range is $w_2 \ge 0$, and $w_2 = 0$ is the release of the particle into free space, with mean energy $w_1/4$.

```lean
/-- After a sudden change of frequency from `w₁ > 0` to `w₂`, the mean energy is
`(w₁² + w₂²)/(4 w₁)`. -/
theorem quenchEnergy_eq {w₁ : ℝ} (h₁ : 0 < w₁) (w₂ : ℝ) :
    quenchEnergy w₁ w₂ = (w₁ ^ 2 + w₂ ^ 2) / (4 * w₁) := by
  -- kinetic and potential energy densities are both multiples of `x² g²`
  have e : (fun x => (deriv (gaussian w₁) x) ^ 2 / 2
      + w₂ ^ 2 * x ^ 2 * (gaussian w₁ x) ^ 2 / 2)
      = fun x => (w₁ ^ 2 + w₂ ^ 2) / 2 * (x ^ 2 * (gaussian w₁ x) ^ 2) := by
    funext x
    rw [(hasDerivAt_gaussian w₁ x).deriv]
    ring
  rw [quenchEnergy, e, integral_const_mul, integral_position_sq h₁, div_mul_div_comm]
  congr 1 <;> ring
```

The excess over $w_2/2$ is stated as an equation, which is stronger than the inequality. The proof clears the denominator $4w_1$ and lets `ring` compare the two polynomials.

```lean
/-- For `w₁ > 0` the mean energy after the change exceeds `w₂/2` by
`(w₁ - w₂)²/(4 w₁)`. -/
theorem quenchEnergy_excess {w₁ : ℝ} (h₁ : 0 < w₁) (w₂ : ℝ) :
    quenchEnergy w₁ w₂ - w₂ / 2 = (w₁ - w₂) ^ 2 / (4 * w₁) := by
  rw [quenchEnergy_eq h₁, eq_div_iff (by positivity), sub_mul,
    div_mul_cancel₀ _ (by positivity)]
  ring
```

The bound and its equality case both come from the excess. The bound holds because a square divided by a positive number is nonnegative. If the energy equals $w_2/2$, the quotient $(w_1-w_2)^2/(4w_1)$ is zero. Then either the numerator vanishes, which gives $w_1 = w_2$, or the denominator does, which contradicts $w_1 > 0$. The converse is a substitution.

```lean
/-- For `w₁ > 0` the mean energy after the change is at least `w₂/2`, with equality
exactly when the frequency has not changed. -/
theorem quenchEnergy_ge {w₁ : ℝ} (h₁ : 0 < w₁) (w₂ : ℝ) :
    w₂ / 2 ≤ quenchEnergy w₁ w₂ ∧ (quenchEnergy w₁ w₂ = w₂ / 2 ↔ w₁ = w₂) := by
  have hx := quenchEnergy_excess h₁ w₂
  have hn : 0 ≤ (w₁ - w₂) ^ 2 / (4 * w₁) := by positivity
  refine ⟨by linarith, fun h => ?_, fun h => ?_⟩
  · rw [h, sub_self] at hx
    rcases div_eq_zero_iff.mp hx.symm with h0 | h0
    · exact sub_eq_zero.mp ((pow_eq_zero_iff two_ne_zero).mp h0)
    · exfalso
      linarith
  · have h0 : (w₁ - w₂) ^ 2 / (4 * w₁) = 0 := by
      rw [h, sub_self]
      simp
    linarith
```

This is a comparison of Gaussians with the value $w_2/2$. It agrees with the variational principle but does not establish it for arbitrary states.

## The energy as a function of the overlap

The last theorem requires both frequencies to be positive, so that both Gaussians are normalized. It has two parts: $P > 0$, and $E = \frac{w_2}{2}\left(\frac{2}{P^2}-1\right)$. The first part ensures that the division in the second is a genuine one.

The step `hc` says that the fourth power of the fourth root of $w/\pi$ is $w/\pi$. The step `e` combines the two Gaussians into one, and `hs` squares the root that comes from the Gaussian integral. Together they give `hP`, the formula $P^2 = 4w_1w_2/(w_1+w_2)^2$. Working with $P^2$ avoids every remaining root.

Positivity of $P$ follows in two moves: $P$ is a square, hence nonnegative, and it cannot be zero because $P^2$ is positive. The final lines insert `hP` and the energy formula and check the resulting identity between rational functions.

```lean
/-- For `w₁, w₂ > 0` the squared overlap `P` of the two Gaussians is positive and fixes the
mean energy after the change in units of `w₂/2`: it is `(w₂/2)(2/P² - 1)`. -/
theorem quenchEnergy_eq_survival {w₁ w₂ : ℝ} (h₁ : 0 < w₁) (h₂ : 0 < w₂) :
    0 < survivalProbability w₁ w₂ ∧
      quenchEnergy w₁ w₂ = w₂ / 2 * (2 / survivalProbability w₁ w₂ ^ 2 - 1) := by
  have hc : ∀ w : ℝ, 0 < w → ((w / π) ^ (1 / 4 : ℝ)) ^ 4 = w / π := by
    intro w hw
    have hp : 0 ≤ w / π := by positivity
    rw [← Real.rpow_natCast, ← Real.rpow_mul hp]
    norm_num
  -- the product of the two Gaussians is a constant times `exp(-(w₁ + w₂) x²/2)`
  have e : (fun x => gaussian w₁ x * gaussian w₂ x) = fun x =>
      ((w₁ / π) ^ (1 / 4 : ℝ) * (w₂ / π) ^ (1 / 4 : ℝ))
        * exp (-((w₁ + w₂) / 2) * x ^ 2) := by
    funext x
    have he : exp (-((w₁ + w₂) / 2) * x ^ 2)
        = exp (-w₁ * x ^ 2 / 2) * exp (-w₂ * x ^ 2 / 2) := by
      rw [← Real.exp_add]
      congr 1
      ring
    rw [he, gaussian, gaussian]
    ring
  have hs : √(π / ((w₁ + w₂) / 2)) ^ 2 = π / ((w₁ + w₂) / 2) :=
    Real.sq_sqrt (by positivity)
  have hP : survivalProbability w₁ w₂ ^ 2 = 4 * w₁ * w₂ / (w₁ + w₂) ^ 2 := by
    rw [survivalProbability, e, integral_const_mul, integral_gaussian]
    calc _ = ((w₁ / π) ^ (1 / 4 : ℝ)) ^ 4 * ((w₂ / π) ^ (1 / 4 : ℝ)) ^ 4
          * (√(π / ((w₁ + w₂) / 2)) ^ 2) ^ 2 := by ring
      _ = 4 * w₁ * w₂ / (w₁ + w₂) ^ 2 := by
        rw [hc w₁ h₁, hc w₂ h₂, hs]
        field_simp
        ring
  have hpos : 0 < survivalProbability w₁ w₂ ^ 2 := by
    rw [hP]
    positivity
  have h0 : 0 ≤ survivalProbability w₁ w₂ := sq_nonneg _
  refine ⟨lt_of_le_of_ne h0 fun h => ?_, ?_⟩
  · rw [← h] at hpos
    norm_num at hpos
  · rw [hP, quenchEnergy_eq h₁]
    field_simp
    ring

end

end SuddenFrequencyChange
```

```lean
#print axioms SuddenFrequencyChange.gaussian_schrodinger
-- 'SuddenFrequencyChange.gaussian_schrodinger' depends on axioms: [propext, Classical.choice, Quot.sound]
#print axioms SuddenFrequencyChange.quenchEnergy_ge
-- 'SuddenFrequencyChange.quenchEnergy_ge' depends on axioms: [propext, Classical.choice, Quot.sound]
#print axioms SuddenFrequencyChange.quenchEnergy_eq_survival
-- 'SuddenFrequencyChange.quenchEnergy_eq_survival' depends on axioms: [propext, Classical.choice, Quot.sound]
```

## The fourth moment and a quartic term

The total-derivative argument also gives the next even moment. From

$$(x^3 g_w^2)' = 3x^2 g_w^2 - 2w x^4 g_w^2$$

and the vanishing of $x^3 g_w^2$ at both ends, one finds

$$\langle x^4\rangle = \frac{3}{2w}\langle x^2\rangle = \frac{3}{4w^2}.$$

If the potential after the sudden change also contains a term $\lambda x^4$ with a constant $\lambda \ge 0$, the mean energy of $g_{w_1}$ becomes

$$\frac{w_1^2+w_2^2}{4w_1} + \frac{3\lambda}{4w_1^2}.$$

This extension is derived here by hand only. For $w_1 = w_2$ the added term is the first-order shift of the ground-state energy caused by a weak quartic perturbation.
